# A size-independent fourth-moment bound for cluster energies of uniformly random binary alloys

Place two atomic species at random on the sites of a crystal and compute the energy. Most configurations lie within a few root-mean-square energies of zero, but a few may lie far out. How common can these be, and does it get worse in a larger crystal?

Suppose the energy F is a sum over clusters of at most k sites. If every configuration is equally likely, then

mean(F⁴) ≤ 9^k (mean(F²))²,

whatever the number of sites. That a truncated expansion represents a real alloy's energy is a physical assumption. For such an expansion, sampled by independent uniformly random configurations, the bound limits the relative statistical error of an estimated mean-square energy.

## Configurations and energies

```lean
import Mathlib

open Finset

namespace RandomAlloyMoments

noncomputable section

variable {ι : Type*} [Fintype ι] [DecidableEq ι]
```

The type `ι` is the set of sites. It is finite, with n sites, and has no geometry or symmetry.

```lean
/-- The spin variable of a site: `+1` for one species and `-1` for the other. -/
def spin (b : Bool) : ℝ := if b then 1 else -1
```

A site's species is a Boolean value, which `spin` turns into ±1. This is an occupation variable, not a quantum spin. Below, σ is a configuration and σ_a = ±1 is its spin at site a.

```lean
/-- The average of an observable over all configurations, each equally likely. -/
def mean (f : (ι → Bool) → ℝ) : ℝ := (∑ σ, f σ) / 2 ^ Fintype.card ι
```

`mean` sums over all 2^n configurations and divides by 2^n. Sites are thus independent, with both species equally likely: no short-range order and no fixed composition.

```lean
/-- The configuration obtained by exchanging the species on site `a`. -/
def flipSite (a : ι) (σ : ι → Bool) : ι → Bool := Function.update σ a (!σ a)
```

`flipSite a σ` exchanges the species at site a only.

```lean
/-- The cluster expansion with coefficients `c`: each cluster contributes its
coefficient times the product of its spins. -/
def clusterEnergy (c : Finset ι → ℝ) (σ : ι → Bool) : ℝ :=
  ∑ T : Finset ι, c T * ∏ i ∈ T, spin (σ i)
```

This is the energy, with one real coefficient c(T) for each set of sites T:

F(σ) = Σ_T c(T) ∏_{i∈T} σ_i.

The empty cluster gives a constant. Moments are taken about zero, so mean(F²) is the variance only when c(∅) = 0.

```lean
/-- The part of the cluster expansion that comes from clusters inside the region `s`. -/
def regionEnergy (s : Finset ι) (c : Finset ι → ℝ) (σ : ι → Bool) : ℝ :=
  ∑ T ∈ s.powerset, c T * ∏ i ∈ T, spin (σ i)
```

`regionEnergy s c` keeps only the clusters inside a region s, which lets the proof add sites one by one.

## Averages over one spin

```lean
/-- A spin times an observable that does not change when that spin is flipped
averages to zero. -/
theorem mean_spin_mul (a : ι) (K : (ι → Bool) → ℝ)
    (hK : ∀ σ, K (flipSite a σ) = K σ) :
    mean (fun σ => spin (σ a) * K σ) = 0 := by
  have hinv : Function.Involutive (flipSite a) := by
    intro σ
    simp [flipSite]
  have h : ∑ σ, spin (flipSite a σ a) * K (flipSite a σ) = ∑ σ, spin (σ a) * K σ :=
    Equiv.sum_comp hinv.toPerm (fun σ => spin (σ a) * K σ)
  have hodd : ∀ σ, spin (flipSite a σ a) * K (flipSite a σ) = -(spin (σ a) * K σ) := by
    intro σ
    rw [hK]
    cases hσ : σ a <;> simp [flipSite, spin, hσ]
  rw [Finset.sum_congr rfl (fun σ _ => hodd σ), Finset.sum_neg_distrib] at h
  have h0 : ∑ σ, spin (σ a) * K σ = 0 := by linarith
  simp only [mean, h0, zero_div]
```

Let K not depend on σ_a, and let S = Σ_σ σ_a K(σ). Flipping a only reorders the configurations, so S is unchanged, yet every term changes sign. Hence S = −S and S = 0. In Lean, `Equiv.sum_comp` does the reordering and `hodd` records the sign change.

```lean
/-- The Cauchy–Schwarz inequality for averages over random configurations. -/
theorem mean_mul_sq_le (f g : (ι → Bool) → ℝ) :
    mean (fun σ => f σ * g σ) ^ 2 ≤ mean (fun σ => f σ ^ 2) * mean (fun σ => g σ ^ 2) := by
  simp only [mean]
  rw [div_pow, div_mul_div_comm, ← sq ((2 : ℝ) ^ Fintype.card ι)]
  gcongr
  exact Finset.sum_mul_sq_le_sq_mul_sq univ f g
```

This is Cauchy–Schwarz, (Σfg)² ≤ (Σf²)(Σg²), divided by (2^n)².

```lean
/-- Second and fourth moments of `G + σ_a H`, when neither `G` nor `H` changes under
a flip of site `a`: all terms odd in `σ_a` drop out. -/
theorem moments_split (a : ι) (G H : (ι → Bool) → ℝ)
    (hG : ∀ σ, G (flipSite a σ) = G σ) (hH : ∀ σ, H (flipSite a σ) = H σ) :
    mean (fun σ => (G σ + spin (σ a) * H σ) ^ 2)
        = mean (fun σ => G σ ^ 2) + mean (fun σ => H σ ^ 2) ∧
      mean (fun σ => (G σ + spin (σ a) * H σ) ^ 4)
        = mean (fun σ => G σ ^ 4) + 6 * mean (fun σ => G σ ^ 2 * H σ ^ 2)
          + mean (fun σ => H σ ^ 4) := by
  have hs : ∀ b, spin b ^ 2 = 1 := by
    intro b
    cases b <;> norm_num [spin]
  have h2 : mean (fun σ => spin (σ a) * (2 * G σ * H σ)) = 0 :=
    mean_spin_mul a (fun σ => 2 * G σ * H σ) (by intro σ; simp only [hG, hH])
  have h4 : mean (fun σ => spin (σ a) * (4 * G σ ^ 3 * H σ + 4 * G σ * H σ ^ 3)) = 0 :=
    mean_spin_mul a (fun σ => 4 * G σ ^ 3 * H σ + 4 * G σ * H σ ^ 3)
      (by intro σ; simp only [hG, hH])
  constructor
  · calc _ = mean (fun σ => G σ ^ 2 + H σ ^ 2 + spin (σ a) * (2 * G σ * H σ)) := by
          congr 1
          funext σ
          linear_combination H σ ^ 2 * hs (σ a)
      _ = mean (fun σ => G σ ^ 2) + mean (fun σ => H σ ^ 2)
          + mean (fun σ => spin (σ a) * (2 * G σ * H σ)) := by
          simp only [mean, Finset.sum_add_distrib, add_div]
      _ = _ := by rw [h2, add_zero]
  · calc _ = mean (fun σ => G σ ^ 4 + 6 * (G σ ^ 2 * H σ ^ 2) + H σ ^ 4
            + spin (σ a) * (4 * G σ ^ 3 * H σ + 4 * G σ * H σ ^ 3)) := by
          congr 1
          funext σ
          linear_combination (6 * G σ ^ 2 * H σ ^ 2 + 4 * G σ * H σ ^ 3 * spin (σ a)
            + H σ ^ 4 * (spin (σ a) ^ 2 + 1)) * hs (σ a)
      _ = mean (fun σ => G σ ^ 4) + 6 * mean (fun σ => G σ ^ 2 * H σ ^ 2)
          + mean (fun σ => H σ ^ 4)
          + mean (fun σ => spin (σ a) * (4 * G σ ^ 3 * H σ + 4 * G σ * H σ ^ 3)) := by
          simp only [mean, Finset.sum_add_distrib, add_div, ← Finset.mul_sum, mul_div_assoc]
      _ = _ := by rw [h4, add_zero]
```

Let G and H be independent of σ_a. Since σ_a² = 1,

(G + σ_a H)² = G² + H² + σ_a(2GH),

(G + σ_a H)⁴ = G⁴ + 6G²H² + H⁴ + σ_a(4G³H + 4GH³).

The terms in σ_a average to zero by the previous flip argument. `linear_combination` checks the two expansions.

## Adding sites one at a time

```lean
omit [Fintype ι] in
/-- Adding a new site `a` to a region adds the spin of `a` times an energy of the old
region. -/
theorem regionEnergy_insert {a : ι} {s : Finset ι} (ha : a ∉ s) (c : Finset ι → ℝ)
    (σ : ι → Bool) :
    regionEnergy (insert a s) c σ
      = regionEnergy s c σ + spin (σ a) * regionEnergy s (fun T => c (insert a T)) σ := by
  simp only [regionEnergy]
  rw [Finset.sum_powerset_insert ha, Finset.mul_sum]
  congr 1
  refine Finset.sum_congr rfl fun T hT => ?_
  rw [Finset.prod_insert (fun h => ha (Finset.mem_powerset.mp hT h))]
  ring
```

Each cluster in s ∪ {a} is either some T ⊆ s or T ∪ {a}. The energy is therefore G + σ_a H, where G is the energy of the region s with coefficients c(T), and H is the energy of s with coefficients c(T ∪ {a}) instead.

```lean
omit [Fintype ι] in
/-- The energy of a region does not change when a site outside it is flipped. -/
theorem regionEnergy_flip {a : ι} {s : Finset ι} (ha : a ∉ s) (c : Finset ι → ℝ)
    (σ : ι → Bool) : regionEnergy s c (flipSite a σ) = regionEnergy s c σ := by
  unfold regionEnergy
  refine Finset.sum_congr rfl fun T hT => ?_
  congr 1
  refine Finset.prod_congr rfl fun i hi => ?_
  have hne : i ≠ a := fun h => ha (h ▸ Finset.mem_powerset.mp hT hi)
  rw [flipSite, Function.update_of_ne hne]
```

Neither G nor H contains σ_a, so flipping a leaves both unchanged.

```lean
/-- The fourth-moment bound for the energy of a region in which clusters of more than
`k` sites have zero coefficient. -/
theorem region_fourth_moment_le (s : Finset ι) : ∀ (k : ℕ) (c : Finset ι → ℝ),
    (∀ T ⊆ s, k < T.card → c T = 0) →
    mean (fun σ => regionEnergy s c σ ^ 4)
      ≤ 9 ^ k * mean (fun σ => regionEnergy s c σ ^ 2) ^ 2 := by
  -- the scalar inequality behind the induction step
  have key : ∀ M A B P Q X : ℝ, 0 ≤ M → 0 ≤ A → 0 ≤ B → 0 ≤ Q → P ≤ 9 * M * A ^ 2 →
      Q ≤ M * B ^ 2 → X ^ 2 ≤ P * Q → P + 6 * X + Q ≤ 9 * M * (A + B) ^ 2 := by
    intro M A B P Q X hM hA hB hQ hP' hQ' hX
    have hb : 0 ≤ 3 * M * A * B := by positivity
    have hPQ : P * Q ≤ (3 * M * A * B) ^ 2 :=
      calc P * Q ≤ (9 * M * A ^ 2) * (M * B ^ 2) := mul_le_mul hP' hQ' hQ (by positivity)
        _ = _ := by ring
    have hXb : X ≤ 3 * M * A * B := by
      by_contra h
      nlinarith [not_le.mp h]
    nlinarith [mul_nonneg hM (sq_nonneg B)]
  induction s using Finset.induction_on with
  | empty =>
    intro k c _
    have he : ∀ σ, regionEnergy ∅ c σ = c ∅ := by
      intro σ
      simp [regionEnergy]
    have hm : ∀ x : ℝ, mean (fun _ : ι → Bool => x) = x := by
      intro x
      simp [mean]
    simp only [he, hm]
    have h1 : (1 : ℝ) ≤ 9 ^ k := one_le_pow₀ (by norm_num)
    nlinarith [mul_nonneg (sub_nonneg.2 h1) (sq_nonneg (c ∅ ^ 2))]
  | insert a s ha ih =>
    intro k c hc
    have hG := ih k c (fun T hT => hc T (hT.trans (Finset.subset_insert a s)))
    simp only [regionEnergy_insert ha]
    cases k with
    | zero =>
      -- no cluster may contain the new site
      have hH : ∀ σ, regionEnergy s (fun T => c (insert a T)) σ = 0 := by
        intro σ
        unfold regionEnergy
        refine Finset.sum_eq_zero fun T hT => ?_
        have h0 : c (insert a T) = 0 :=
          hc (insert a T) (Finset.insert_subset_insert a (Finset.mem_powerset.mp hT))
            (Finset.card_pos.mpr (Finset.insert_nonempty a T))
        simp only [h0, zero_mul]
      simpa only [hH, mul_zero, add_zero] using hG
    | succ k =>
      -- the factor of the new spin contains clusters of at most `k` sites
      have hH := ih k (fun T => c (insert a T)) (fun T hT hk =>
        hc (insert a T) (Finset.insert_subset_insert a hT) (by
          rw [Finset.card_insert_of_notMem (fun h => ha (hT h))]
          omega))
      have hsplit := moments_split a (regionEnergy s c)
        (regionEnergy s (fun T => c (insert a T)))
        (regionEnergy_flip ha _) (regionEnergy_flip ha _)
      have hCS := mean_mul_sq_le (fun σ => regionEnergy s c σ ^ 2)
        (fun σ => regionEnergy s (fun T => c (insert a T)) σ ^ 2)
      have hp : ∀ x : ℝ, (x ^ 2) ^ 2 = x ^ 4 := by
        intro x
        ring
      simp only [hp] at hCS
      rw [hsplit.1, hsplit.2, pow_succ' (9 : ℝ) k]
      rw [pow_succ' (9 : ℝ) k] at hG
      exact key (9 ^ k) _ _ _ _ _ (by positivity) (by unfold mean; positivity)
        (by unfold mean; positivity) (by unfold mean; positivity) hG hH hCS
```

The induction runs over regions, for all k and c at once, because H has its own coefficients and a smaller cluster size.

For the empty region F = c(∅), and c(∅)⁴ ≤ 9^k c(∅)⁴. Now add a site a. If k = 0, then H = 0 and nothing changes. If the maximum size is k + 1, H contains clusters of at most k sites. Write

M = 9^k, A = mean(G²), B = mean(H²),
P = mean(G⁴), Q = mean(H⁴), X = mean(G²H²).

By induction P ≤ 9MA² and Q ≤ MB². Cauchy–Schwarz gives X² ≤ PQ ≤ (3MAB)², so X ≤ 3MAB. Then

P + 6X + Q ≤ 9MA² + 18MAB + MB² ≤ 9M(A + B)².

The left side is mean(F⁴), and A + B = mean(F²). The scalar inequality is `key`.

## The bound and its consequences

```lean
/-- If clusters of more than `k` sites have zero coefficient, the fourth moment of the
random-alloy energy is at most `9 ^ k` times the square of its second moment. -/
theorem fourth_moment_le (k : ℕ) (c : Finset ι → ℝ) (hc : ∀ T, k < T.card → c T = 0) :
    mean (fun σ => clusterEnergy c σ ^ 4)
      ≤ 9 ^ k * mean (fun σ => clusterEnergy c σ ^ 2) ^ 2 := by
  have h := region_fourth_moment_le univ k c (fun T _ => hc T)
  simpa only [regionEnergy, clusterEnergy, Finset.powerset_univ] using h
```

Taking s to be all sites gives the result. The hypothesis `hc` says that c(T) = 0 whenever T has more than k sites.

```lean
/-- If clusters of more than `k` sites have zero coefficient and the mean-square energy is
positive, the fraction of configurations with `|F|` at least `t > 0` times the
root-mean-square energy is at most `9 ^ k / t ^ 4`. -/
theorem tail_fraction_le (k : ℕ) (c : Finset ι → ℝ) (hc : ∀ T, k < T.card → c T = 0)
    (hF : 0 < mean (fun σ => clusterEnergy c σ ^ 2)) {t : ℝ} (ht : 0 < t) :
    mean (fun σ => if t * √(mean (fun τ => clusterEnergy c τ ^ 2)) ≤ |clusterEnergy c σ|
      then 1 else 0) ≤ 9 ^ k / t ^ 4 := by
  have hb := fourth_moment_le k c hc
  generalize mean (fun σ => clusterEnergy c σ ^ 2) = m at hF hb ⊢
  have hs : (t * √m) ^ 4 = t ^ 4 * m ^ 2 := by
    rw [show (t * √m) ^ 4 = t ^ 4 * (√m ^ 2) ^ 2 by ring, Real.sq_sqrt hF.le]
  -- Markov's inequality for the fourth power
  have hM : t ^ 4 * m ^ 2 * mean (fun σ => if t * √m ≤ |clusterEnergy c σ| then 1 else 0)
      ≤ mean (fun σ => clusterEnergy c σ ^ 4) := by
    unfold mean
    rw [← mul_div_assoc, Finset.mul_sum]
    refine div_le_div_of_nonneg_right (Finset.sum_le_sum fun σ _ => ?_) (by positivity)
    split_ifs with h
    · have h4 := pow_le_pow_left₀ (by positivity) h 4
      rw [hs, show |clusterEnergy c σ| ^ 4 = (|clusterEnergy c σ| ^ 2) ^ 2 by ring,
        sq_abs] at h4
      linarith [show (clusterEnergy c σ ^ 2) ^ 2 = clusterEnergy c σ ^ 4 by ring]
    · rw [mul_zero]
      positivity
  rw [le_div_iff₀ (by positivity)]
  have hm2 : 0 < m ^ 2 := by positivity
  refine le_of_mul_le_mul_right ?_ hm2
  linarith
```

Let m = mean(F²) > 0, and let p be the fraction of configurations with |F| ≥ t√m, written as the mean of a 0-or-1 function. On these F⁴ ≥ t⁴m², and elsewhere F⁴ ≥ 0, so

t⁴m²p ≤ mean(F⁴) ≤ 9^k m².

Dividing by t⁴m² gives p ≤ 9^k/t⁴. The second moment alone gives p ≤ 1/t² (Chebyshev's inequality), also whatever the number of sites, so the new bound is the stronger one only when t > 3^k. For clusters of at most two sites (k = 2) and t = 18, it gives 1/1296, against 1/324 from Chebyshev.

```lean
/-- When every cluster, of any size, has coefficient one, the fourth moment equals
`2 ^ n` times the square of the second moment, with `n` the number of sites. -/
theorem all_clusters_fourth_moment :
    mean (fun σ : ι → Bool => clusterEnergy (fun _ => 1) σ ^ 4)
      = 2 ^ Fintype.card ι
        * mean (fun σ : ι → Bool => clusterEnergy (fun _ => 1) σ ^ 2) ^ 2 := by
  -- the energy factorises over the sites
  have hprod : ∀ σ : ι → Bool, clusterEnergy (fun _ => 1) σ = ∏ i, (1 + spin (σ i)) := by
    intro σ
    simp [clusterEnergy, Finset.prod_one_add]
  have hsum : ∀ g : Bool → ℝ,
      ∑ σ : ι → Bool, ∏ i, g (σ i) = (g true + g false) ^ Fintype.card ι := by
    intro g
    have h := Finset.prod_univ_sum (fun _ : ι => (univ : Finset Bool)) (fun _ b => g b)
    rw [Fintype.piFinset_univ] at h
    rw [← h]
    simp
  have h4 : ∑ σ : ι → Bool, ∏ i, (1 + spin (σ i)) ^ 4 = ((2 : ℝ) ^ Fintype.card ι) ^ 4 :=
    (hsum (fun b => (1 + spin b) ^ 4)).trans (by
      rw [← pow_mul, mul_comm, pow_mul]
      norm_num [spin])
  have h2 : ∑ σ : ι → Bool, ∏ i, (1 + spin (σ i)) ^ 2 = ((2 : ℝ) ^ Fintype.card ι) ^ 2 :=
    (hsum (fun b => (1 + spin b) ^ 2)).trans (by
      rw [← pow_mul, mul_comm, pow_mul]
      norm_num [spin])
  simp only [hprod, ← Finset.prod_pow, mean, h4, h2]
  have hx : (2 : ℝ) ^ Fintype.card ι ≠ 0 := by positivity
  generalize (2 : ℝ) ^ Fintype.card ι = x at hx ⊢
  field_simp

end

end RandomAlloyMoments
```

With all coefficients equal to one, F = ∏_i(1 + σ_i), which is 2^n when every spin is +1 and zero otherwise. Hence

mean(F²) = 4^n/2^n = 2^n,
mean(F⁴) = 16^n/2^n = 8^n = 2^n (mean(F²))².

Lean obtains both sums by factorising over sites (`hsum`). Here the largest cluster has k = n sites, so any constant replacing 9^k must be at least 2^k: exponential growth with cluster size is unavoidable.

```lean
#print axioms RandomAlloyMoments.tail_fraction_le
#print axioms RandomAlloyMoments.all_clusters_fourth_moment
```

```
'RandomAlloyMoments.tail_fraction_le' depends on axioms: [propext, Classical.choice, Quot.sound]
'RandomAlloyMoments.all_clusters_fourth_moment' depends on axioms: [propext, Classical.choice, Quot.sound]
```
